# Nearly equal partial waves and local functions give a small overlap determinant and large dual projectors

Take two partial waves in \(\mathbb C^2\) that differ by a small \(t>0\), and two local functions that differ by a small \(s>0\):

\[
\varphi_0=(1,0),\quad \varphi_1=(1,t),\qquad \chi_0=(1,0),\quad \chi_1=(1,s).
\]

The matrix \(B_{ij}=\langle\varphi_i,\chi_j\rangle\) has rows \((1,1)\) and \((1,1+ts)\), so \(\det B=ts\), a product of two small numbers. The projectors with \(\langle\beta_i,\varphi_j\rangle=\delta_{ij}\) are \(\beta_0=(1,-1/t)\) and \(\beta_1=(0,1/t)\). They must tell apart two nearly equal vectors, so they are long. The file turns this into bounds for any two pairs whose differences have norms at most \(Ld\) and \(Kd\), where \(d\) stands for the gap between two reference energies and \(L\), \(K\) for rates of change with energy.

## Waves, local functions and projectors as vectors

```lean
import Mathlib

open Filter Topology

namespace UltrasoftNearbyEnergies

noncomputable section

variable {E : Type*} [NormedAddCommGroup E] [InnerProductSpace ℂ E]
```

`E` is a complex inner product space of any dimension. For ultrasoft pseudopotentials, think of radial functions in one angular-momentum channel, restricted to the sphere outside which the local functions vanish.

```lean
/-- The matrix `B i j = ⟨φ i, χ j⟩` between two partial waves and two local functions. -/
def overlap (φ χ : Fin 2 → E) : Matrix (Fin 2) (Fin 2) ℂ :=
  Matrix.of fun i j => inner ℂ (φ i) (χ j)
```

`Fin 2` is the index set \(\{0,1\}\), so `φ : Fin 2 → E` is a pair of vectors. `inner ℂ x y` is \(\langle x,y\rangle\), conjugate-linear in the first slot, as in Dirac notation. In the ultrasoft construction \(\chi_i=(\varepsilon_i-T-V_{\mathrm{loc}})\varphi_i\), with reference energy \(\varepsilon_i\), kinetic energy \(T\) and local potential \(V_{\mathrm{loc}}\); here the \(\chi_i\) may be any vectors.

```lean
/-- The projectors `β` are dual to the partial waves `φ`: `⟨β i, φ j⟩ = δ i j`. -/
def IsDual (β φ : Fin 2 → E) : Prop :=
  ∀ i j, inner ℂ (β i) (φ j) = if i = j then (1 : ℂ) else 0
```

`IsDual β φ` says \(\langle\beta_i,\varphi_j\rangle=\delta_{ij}\). The \(\beta_i\) need not be combinations of the \(\chi_j\), so what follows holds for every choice of duals.

## An exchange bound with constant one

```lean
/-- Pythagoras for the parts of `u` orthogonal to `a` and along `a`, both scaled by `‖a‖²`. -/
theorem orthogonal_part_norm_sq (a u : E) :
    ‖((‖a‖ ^ 2 : ℝ) : ℂ) • u - inner ℂ a u • a‖ ^ 2 + (‖a‖ * ‖inner ℂ a u‖) ^ 2
      = (‖a‖ ^ 2 * ‖u‖) ^ 2 := by
  have ha : inner ℂ a a = ((‖a‖ ^ 2 : ℝ) : ℂ) := by
    rw [Complex.ofReal_pow]
    exact inner_self_eq_norm_sq_to_K a
  have h : inner ℂ (((‖a‖ ^ 2 : ℝ) : ℂ) • u - inner ℂ a u • a) (inner ℂ a u • a) = 0 := by
    rw [inner_smul_right, inner_sub_left, inner_smul_left, inner_smul_left, ha,
      inner_conj_symm, Complex.conj_ofReal]
    ring
  have hp := norm_add_sq (𝕜 := ℂ)
    (((‖a‖ ^ 2 : ℝ) : ℂ) • u - inner ℂ a u • a) (inner ℂ a u • a)
  rw [h, sub_add_cancel, norm_smul, norm_smul, Complex.norm_real,
    Real.norm_of_nonneg (sq_nonneg _), map_zero] at hp
  linear_combination -hp
```

A Lean theorem gives its name, its variables and hypotheses, then the statement after the colon; the proof follows `:= by`. Here, set \(u_\perp=\|a\|^2u-\langle a,u\rangle a\). Since \(\langle a,u_\perp\rangle=0\), Pythagoras gives

\[
\|u_\perp\|^2+(\|a\|\,|\langle a,u\rangle|)^2=(\|a\|^2\|u\|)^2 .
\]

In the proof, `h` is the orthogonality, and it removes the cross term from the expansion `hp`.

```lean
/-- The antisymmetric combination `⟨a,u⟩ v - ⟨a,v⟩ u` is no longer than `‖a‖ ‖u‖ ‖v‖`. -/
theorem exchange_vector_norm_le (a u v : E) :
    ‖inner ℂ a u • v - inner ℂ a v • u‖ ≤ ‖a‖ * ‖u‖ * ‖v‖ := by
  rcases eq_or_ne a 0 with rfl | hne
  · simp
  have hn : 0 < ‖a‖ := norm_pos_iff.mpr hne
  -- only the parts orthogonal to `a` survive the antisymmetrisation
  have hw : ((‖a‖ ^ 2 : ℝ) : ℂ) • (inner ℂ a u • v - inner ℂ a v • u)
      = inner ℂ a u • (((‖a‖ ^ 2 : ℝ) : ℂ) • v - inner ℂ a v • a)
        - inner ℂ a v • (((‖a‖ ^ 2 : ℝ) : ℂ) • u - inner ℂ a u • a) := by
    module
  have h1 := norm_sub_le
    (inner ℂ a u • (((‖a‖ ^ 2 : ℝ) : ℂ) • v - inner ℂ a v • a))
    (inner ℂ a v • (((‖a‖ ^ 2 : ℝ) : ℂ) • u - inner ℂ a u • a))
  rw [← hw, norm_smul, norm_smul, norm_smul, Complex.norm_real,
    Real.norm_of_nonneg (sq_nonneg _)] at h1
  -- Cauchy-Schwarz in the plane
  have key : ∀ x y P Q A D : ℝ, P ^ 2 + x ^ 2 = A ^ 2 → Q ^ 2 + y ^ 2 = D ^ 2 →
      0 ≤ A * D → x * Q + y * P ≤ A * D := by
    intro x y P Q A D hP hQ hAD
    have hs : (x * Q + y * P) ^ 2 ≤ (A * D) ^ 2 := by
      rw [mul_pow, ← hP, ← hQ]
      nlinarith [sq_nonneg (P * Q - x * y)]
    exact (le_abs_self _).trans (abs_le_of_sq_le_sq hs hAD)
  have h2 := key _ _ _ _ _ _ (orthogonal_part_norm_sq a u) (orthogonal_part_norm_sq a v)
    (by positivity)
  have h3 := mul_le_mul_of_nonneg_left h1 hn.le
  refine le_of_mul_le_mul_left ?_ (pow_pos hn 3)
  linarith
```

Let \(w=\langle a,u\rangle v-\langle a,v\rangle u\). The claim is \(\|w\|\le\|a\|\|u\|\|v\|\), which is clear for \(a=0\). Otherwise the components along \(a\) cancel (`hw`), and the triangle inequality (`h1`) gives

\[
\|a\|^2w=\langle a,u\rangle v_\perp-\langle a,v\rangle u_\perp,\qquad
\|a\|^2\|w\|\le|\langle a,u\rangle|\,\|v_\perp\|+|\langle a,v\rangle|\,\|u_\perp\| .
\]

Write \(x=\|a\||\langle a,u\rangle|\), \(P=\|u_\perp\|\), \(A=\|a\|^2\|u\|\), and \(y,Q,D\) for the same quantities with \(v\). Then \(P^2+x^2=A^2\), \(Q^2+y^2=D^2\), and

\[
A^2D^2-(xQ+yP)^2=(PQ-xy)^2\ge0 .
\]

This is `key`. Multiplying the triangle inequality by \(\|a\|\) now gives \(\|a\|^3\|w\|\le xQ+yP\le AD=\|a\|^4\|u\|\|v\|\), and the last lines divide by \(\|a\|^3\).

```lean
/-- The exchange expression of four vectors is bounded by the product of their norms. -/
theorem exchange_norm_le (a b u v : E) :
    ‖inner ℂ a u * inner ℂ b v - inner ℂ a v * inner ℂ b u‖
      ≤ ‖a‖ * ‖b‖ * ‖u‖ * ‖v‖ := by
  have h : inner ℂ a u * inner ℂ b v - inner ℂ a v * inner ℂ b u
      = inner ℂ b (inner ℂ a u • v - inner ℂ a v • u) := by
    rw [inner_sub_right, inner_smul_right, inner_smul_right]
  rw [h]
  have h1 := norm_inner_le_norm (𝕜 := ℂ) b (inner ℂ a u • v - inner ℂ a v • u)
  have h2 := mul_le_mul_of_nonneg_left (exchange_vector_norm_le a u v) (norm_nonneg b)
  linarith
```

The exchange expression is a single inner product,

\[
\langle a,u\rangle\langle b,v\rangle-\langle a,v\rangle\langle b,u\rangle=\langle b,w\rangle ,
\]

so Cauchy–Schwarz bounds it by \(\|a\|\|b\|\|u\|\|v\|\). Bounding its two terms separately would give twice as much.

## From the exchange bound to the determinant and the projectors

```lean
/-- The determinant of `B` expressed through `φ 0`, `χ 0` and the differences `φ 1 - φ 0` and `χ 1 -
χ 0`. -/
theorem det_overlap_eq (φ χ : Fin 2 → E) :
    (overlap φ χ).det = inner ℂ (φ 0) (χ 0) * inner ℂ (φ 1 - φ 0) (χ 1 - χ 0)
      - inner ℂ (φ 0) (χ 1 - χ 0) * inner ℂ (φ 1 - φ 0) (χ 0) := by
  rw [Matrix.det_fin_two]
  simp only [overlap, Matrix.of_apply, inner_sub_left, inner_sub_right]
  ring
```

Write \(\Delta\varphi=\varphi_1-\varphi_0\) and \(\Delta\chi=\chi_1-\chi_0\). Subtracting row 0 from row 1, then column 0 from column 1, leaves the determinant unchanged:

\[
\det B=\langle\varphi_0,\chi_0\rangle\langle\Delta\varphi,\Delta\chi\rangle-\langle\varphi_0,\Delta\chi\rangle\langle\Delta\varphi,\chi_0\rangle .
\]

Lean expands both sides and compares them with `ring`.

```lean
/-- The norm of a dual projector times the distance between the two partial waves is
at least one. -/
theorem one_le_projector_mul_distance {β φ : Fin 2 → E} (hβ : IsDual β φ) (i : Fin 2) :
    1 ≤ ‖β i‖ * ‖φ 1 - φ 0‖ := by
  have h : ‖inner ℂ (β i) (φ 1 - φ 0)‖ = 1 := by
    rw [inner_sub_right, hβ, hβ]
    fin_cases i <;> simp
  rw [← h]
  exact norm_inner_le_norm _ _
```

Duality gives \(\langle\beta_i,\Delta\varphi\rangle=\delta_{i1}-\delta_{i0}\), which is \(-1\) for \(i=0\) and \(+1\) for \(i=1\). By Cauchy–Schwarz, \(1\le\|\beta_i\|\,\|\Delta\varphi\|\). `fin_cases i` treats the two indices in turn.

```lean
/-- If the partial waves and the local functions differ by at most `L d` and `K d`, then
`det B` is at most of order `d²`, and every dual projector has norm at least `1 / (L d)`. -/
theorem nearby_energies_bounds (φ χ : Fin 2 → E) (L K d : ℝ)
    (hφ : ‖φ 1 - φ 0‖ ≤ L * d) (hχ : ‖χ 1 - χ 0‖ ≤ K * d) :
    ‖(overlap φ χ).det‖ ≤ ‖φ 0‖ * ‖χ 0‖ * L * K * d ^ 2 ∧
    ∀ β : Fin 2 → E, IsDual β φ → 0 < L * d ∧ ∀ i, 1 / (L * d) ≤ ‖β i‖ := by
  constructor
  · rw [det_overlap_eq]
    have h1 := exchange_norm_le (φ 0) (φ 1 - φ 0) (χ 0) (χ 1 - χ 0)
    have h2 := mul_le_mul hφ hχ (norm_nonneg _) ((norm_nonneg _).trans hφ)
    have h3 := mul_le_mul_of_nonneg_left h2
      (mul_nonneg (norm_nonneg (φ 0)) (norm_nonneg (χ 0)))
    linarith
  · intro β hβ
    -- dual projectors exist only for distinct partial waves
    have hpos : 0 < ‖φ 1 - φ 0‖ := by
      rcases (norm_nonneg (φ 1 - φ 0)).eq_or_lt with h0 | h0
      · have h := one_le_projector_mul_distance hβ 0
        rw [← h0, mul_zero] at h
        linarith
      · exact h0
    have hLd : 0 < L * d := hpos.trans_le hφ
    refine ⟨hLd, fun i => ?_⟩
    rw [div_le_iff₀ hLd]
    exact (one_le_projector_mul_distance hβ i).trans
      (mul_le_mul_of_nonneg_left hφ (norm_nonneg _))
```

The hypotheses are \(\|\Delta\varphi\|\le Ld\) and \(\|\Delta\chi\|\le Kd\). Physically, \(d\) is the gap between the reference energies, and \(L\) and \(K\) say how fast the waves and local functions change with energy. Both rates are assumed, not derived from a radial equation. The conclusions are

\[
|\det B|\le\|\varphi_0\|\|\chi_0\|\,LK\,d^2,\qquad \|\beta_i\|\ge\frac1{Ld}\quad\text{for any duals}.
\]

For the first, use the exchange bound with \(a=\varphi_0\), \(b=\Delta\varphi\), \(u=\chi_0\), \(v=\Delta\chi\), then insert the hypotheses. For the second, \(1\le\|\beta_i\|\|\Delta\varphi\|\le\|\beta_i\|Ld\). This also forces \(Ld>0\), so positivity is a conclusion: if the two waves coincide, no duals exist.

In the ultrasoft construction with two reference energies per channel and \(B\) invertible, the projectors are built as \(\beta_i=\sum_j(B^{-1})_{ji}\chi_j\), which satisfies the duality condition. If the energies are chosen too close together, the projectors are large and, unless \(\langle\varphi_0,\chi_0\rangle\) is itself small, the inversion is poorly conditioned; moving the energies apart is a natural first remedy.

```lean
/-- For a partial wave continuous in energy at `ε₀`, the norms of both dual projectors tend
to infinity as the second reference energy approaches `ε₀`. -/
theorem projectors_diverge (φ : ℝ → E) (ε₀ : ℝ) (hφ : ContinuousAt φ ε₀)
    (β : ℝ → Fin 2 → E) (hβ : ∀ ε, ε ≠ ε₀ → IsDual (β ε) ![φ ε₀, φ ε]) (i : Fin 2) :
    Tendsto (fun ε => ‖β ε i‖) (𝓝[≠] ε₀) atTop := by
  rw [tendsto_atTop]
  intro M
  have h0 : ContinuousAt (fun ε => (|M| + 1) * ‖φ ε - φ ε₀‖) ε₀ :=
    continuousAt_const.mul (hφ.sub continuousAt_const).norm
  have h1 : ∀ᶠ ε in 𝓝 ε₀, (|M| + 1) * ‖φ ε - φ ε₀‖ < 1 :=
    h0.eventually_lt continuousAt_const (by simp)
  filter_upwards [h1.filter_mono nhdsWithin_le_nhds, self_mem_nhdsWithin] with ε h hne
  have hd : 1 ≤ ‖β ε i‖ * ‖φ ε - φ ε₀‖ := one_le_projector_mul_distance (hβ ε hne) i
  by_contra hM
  have hb : ‖β ε i‖ ≤ |M| + 1 := by linarith [le_abs_self M, not_le.mp hM]
  have hm := mul_le_mul_of_nonneg_right hb (norm_nonneg (φ ε - φ ε₀))
  linarith
```

Now `φ` is a function of energy, and \(\beta(\varepsilon)\) is dual to the pair \(\varphi(\varepsilon_0),\varphi(\varepsilon)\) for every \(\varepsilon\neq\varepsilon_0\). Continuity at \(\varepsilon_0\) suffices for \(\|\beta_i(\varepsilon)\|\to\infty\) as \(\varepsilon\to\varepsilon_0\); the symbol `𝓝[≠] ε₀` means approach without arrival.

Given any \(M\), continuity makes \((|M|+1)\|\varphi(\varepsilon)-\varphi(\varepsilon_0)\|<1\) near \(\varepsilon_0\). If \(\|\beta_i(\varepsilon)\|<M\) there, then \(1\le\|\beta_i(\varepsilon)\|\|\varphi(\varepsilon)-\varphi(\varepsilon_0)\|<1\), a contradiction.

Without continuity the divergence can fail. Let \(\varphi(\varepsilon_0)=(1,0)\) and \(\varphi(\varepsilon)=(0,1)\) at all other energies. The pair is orthonormal, hence its own dual, and both projectors keep norm 1.

## A pair in \(\mathbb C^2\) that attains the bounds

```lean
/-- The two vectors `(1, 0)` and `(1, t)` in `ℂ²`. -/
def samplePair (t : ℝ) : Fin 2 → EuclideanSpace ℂ (Fin 2) :=
  ![!₂[1, 0], !₂[1, (t : ℂ)]]
```

These are the waves of the opening example; `!₂[1, 0]` denotes a vector with the Euclidean norm. The same definition, with another parameter, supplies the local functions.

```lean
/-- The two vectors `(1, -1/t)` and `(0, 1/t)` in `ℂ²`, for `t ≠ 0`. -/
def sampleProjectors (t : ℝ) : Fin 2 → EuclideanSpace ℂ (Fin 2) :=
  ![!₂[1, -(t : ℂ)⁻¹], !₂[0, (t : ℂ)⁻¹]]
```

These are the opening example's projectors, with \(1/t\) written as an inverse.

```lean
/-- The sample vectors in `ℂ²` meet the hypotheses with equality, and attain both the
determinant bound and the bound on the second projector. -/
theorem nearby_energies_witness (L K d : ℝ) (hL : 0 < L) (hK : 0 < K) (hd : 0 < d) :
    ‖samplePair (L * d) 1 - samplePair (L * d) 0‖ = L * d ∧
    ‖samplePair (K * d) 1 - samplePair (K * d) 0‖ = K * d ∧
    IsDual (sampleProjectors (L * d)) (samplePair (L * d)) ∧
    ‖(overlap (samplePair (L * d)) (samplePair (K * d))).det‖
      = ‖samplePair (L * d) 0‖ * ‖samplePair (K * d) 0‖ * L * K * d ^ 2 ∧
    ‖sampleProjectors (L * d) 1‖ = 1 / (L * d) := by
  have hs : 0 < L * d := mul_pos hL hd
  have ht : 0 < K * d := mul_pos hK hd
  have hdiff : ∀ t : ℝ, 0 < t → ‖samplePair t 1 - samplePair t 0‖ = t := by
    intro t h
    simp [samplePair, EuclideanSpace.norm_eq, Fin.sum_univ_two, Real.sqrt_sq_eq_abs,
      abs_of_pos h]
  have hone : ∀ t : ℝ, ‖samplePair t 0‖ = 1 := by
    intro t
    simp [samplePair, EuclideanSpace.norm_eq, Fin.sum_univ_two]
  have hdual : ∀ t : ℝ, 0 < t → IsDual (sampleProjectors t) (samplePair t) := by
    intro t h i j
    have hc : (t : ℂ) ≠ 0 := Complex.ofReal_ne_zero.mpr h.ne'
    fin_cases i <;> fin_cases j <;>
      simp [sampleProjectors, samplePair, PiLp.inner_apply, Fin.sum_univ_two, hc]
  have hdet : ∀ s t : ℝ, (overlap (samplePair s) (samplePair t)).det = ((s * t : ℝ) : ℂ) := by
    intro s t
    rw [Matrix.det_fin_two]
    simp [overlap, samplePair, PiLp.inner_apply, Fin.sum_univ_two, mul_comm]
  have hproj : ∀ t : ℝ, 0 < t → ‖sampleProjectors t 1‖ = 1 / t := by
    intro t h
    simp [sampleProjectors, EuclideanSpace.norm_eq, Fin.sum_univ_two, Real.sqrt_sq_eq_abs,
      abs_of_pos h]
  refine ⟨hdiff _ hs, hdiff _ ht, hdual _ hs, ?_, hproj _ hs⟩
  rw [hdet, hone, hone, Complex.norm_real, Real.norm_of_nonneg (mul_pos hs ht).le]
  ring

end

end UltrasoftNearbyEnergies
```

Set \(t=Ld\) and \(s=Kd\), with \(L,K,d>0\). The differences have lengths exactly \(Ld\) and \(Kd\), and the projectors are dual to the waves. Since \(\|\varphi_0\|=\|\chi_0\|=1\), the determinant \(ts=LKd^2\) equals its upper bound, and \(\|\beta_1\|=1/(Ld)\) equals its lower bound. Neither constant in the general theorem can therefore be improved. The other projector is longer, with \(\|\beta_0\|=\sqrt{1+1/(Ld)^2}\); for small \(Ld\) the difference is slight.

The proof computes each quantity for general parameters (`hdiff`, `hone`, `hdual`, `hdet`, `hproj`) and then inserts \(Ld\) and \(Kd\).

```lean
#print axioms UltrasoftNearbyEnergies.nearby_energies_bounds
#print axioms UltrasoftNearbyEnergies.projectors_diverge
```

```
'UltrasoftNearbyEnergies.nearby_energies_bounds' depends on axioms: [propext, Classical.choice, Quot.sound]
'UltrasoftNearbyEnergies.projectors_diverge' depends on axioms: [propext, Classical.choice, Quot.sound]
```
